# Second-Order Energy Error, First-Order Error in Pauli x: A Two-Level Counter-Example

## A good energy with a poor expectation value

Suppose a trial state for a two-level system gives an energy that is wrong by only $0.0001$ of the level spacing. If we take this as the accuracy of the state in general, we may trust its other expectation values to four decimals as well. In the example below, the expectation value of the Pauli matrix $\sigma_x$ is then wrong by $0.02$, two hundred times as much.

The system has Hamiltonian $H=\mathrm{diag}(0,1)$, with energies in units of the level spacing, and ground state $(1,0)$. The trial state is $x(t)=(1,t)$ with real $t$, or $(1,t)/\sqrt{1+t^2}$ when normalised. The parameter $t$ measures how much of the upper level has been mixed in. The two errors are

$$
\Delta E(t)=\frac{t^2}{1+t^2},\qquad \Delta\langle\sigma_x\rangle(t)=\frac{2t}{1+t^2},
$$

and their derivatives at $t=0$ are $0$ and $2$.

For electronic structure this means that, even in a finite matrix model with a one-parameter trial state, a well-converged variational energy does not certify a dipole moment or another property to the same accuracy.

## Which observables are stationary at an eigenstate

Let $\langle x,y\rangle=\sum_i \overline{x_i}\,y_i$, and for a Hermitian matrix $A$ and a nonzero vector $x$ let

$$
\langle A\rangle_x=\frac{\langle x,Ax\rangle}{\langle x,x\rangle}.
$$

We vary the state along straight lines $x+tv$, with $t$ real and $v$ any complex vector. Three general facts lie behind the example:

- $\langle A\rangle$ has zero slope at $x$ in every direction $v$ exactly when $x$ is an eigenvector of $A$ (`stationary_iff_eigenvector`).
- If $Hx=Ex$, the energy error along $x+tv$ has an explicit factor $t^2$ (`energy_error`).
- If $x$ is an eigenvector of $H$ but not of $A$, the energy has zero slope in every direction, while $\langle A\rangle$ has nonzero slope in at least one (`energy_stationary_observable_not`).

The third fact does not promise a first-order error in every direction. Along $(1,it)$, for instance, $\langle\sigma_x\rangle$ stays at zero.

In Lean, the finite type `n` labels the basis states, a state is a function `n → ℂ`, and an observable is a `Matrix n n ℂ` with the hypothesis `IsHermitian`. The expression `star x ⬝ᵥ y` is $\langle x,y\rangle$, conjugated in the first argument, and `A *ᵥ x` is $Ax$. The function `expectation` takes real parts of numerator and denominator, which changes nothing for a Hermitian $A$, and it divides by the squared norm, so states need not be normalised. `HasDerivAt f d 0` says that `f` is differentiable at $0$ with derivative `d`. Eigenvalues are written as real numbers, which loses nothing because a Hermitian matrix has no others.

The energy $E$ may belong to any eigenstate, not just the lowest, so the energy error can have either sign. The finite matrix is the whole model: the theorems do not treat unbounded operators, the error made by truncating an infinite basis, or curved families of trial states.

## The slope of an expectation value

Since $A$ is Hermitian, $\langle x,Av\rangle$ and $\langle v,Ax\rangle$ are complex conjugates and have the same real part. Hence

$$
\langle x+tv,A(x+tv)\rangle=a+2tb+t^2c,
$$

with $a=\langle x,Ax\rangle$, $b=\mathrm{Re}\langle v,Ax\rangle$ and $c=\langle v,Av\rangle$. Setting $A=1$ gives the squared norm $N+2tm+t^2\langle v,v\rangle$, with $N=\langle x,x\rangle$ and $m=\mathrm{Re}\langle v,x\rangle$. By the quotient rule, the slope at $t=0$ is

$$
\frac{2bN-2am}{N^2}=\frac{2}{N}\left(b-\frac{a}{N}\,m\right)
=\frac{2\,\mathrm{Re}\langle v,(A-\langle A\rangle_x)x\rangle}{\langle x,x\rangle}.
$$

Call $r=(A-\langle A\rangle_x)x$ the residual. In the direction $v=r$ the slope is $2\langle r,r\rangle/\langle x,x\rangle$, which is positive unless $r=0$. If all slopes vanish, then $r=0$ and $Ax=\langle A\rangle_x x$. Conversely, if $Ax=\alpha x$ with $\alpha$ real, then $\langle A\rangle_x=\alpha$, so $r=0$ and every slope is zero.

## The factor $t^2$ in the energy

Now put $H$ in place of $A$ and let $Hx=Ex$. Then $a=EN$ and $b=Em$. Subtracting $E$ times the squared norm from the numerator removes the constant and linear terms:

$$
(a+2tb+t^2c)-E\,(N+2tm+t^2\langle v,v\rangle)=t^2\langle v,(H-E)v\rangle .
$$

Dividing by the squared norm of the trial state gives

$$
\langle H\rangle_{x+tv}-E=\frac{t^2\,\langle v,(H-E)v\rangle}{\langle x+tv,x+tv\rangle}.
$$

This holds for every $t$ at which the trial state is nonzero, not just for small $t$.

## The two levels in numbers

For $x(t)=(1,t)$ the squared norm is $1+t^2$. Since $Hx(t)=(0,t)$ and $\sigma_x x(t)=(t,1)$, the numerators are $t^2$ and $t+t=2t$. Both expectation values vanish at $t=0$, so they are themselves the errors. Differentiating gives

$$
\frac{d}{dt}\frac{t^2}{1+t^2}=\frac{2t}{(1+t^2)^2},\qquad
\frac{d}{dt}\frac{2t}{1+t^2}=\frac{2(1-t^2)}{(1+t^2)^2},
$$

which are $0$ and $2$ at $t=0$. The residual of $\sigma_x$ at $(1,0)$ is $(0,1)$, so this trial state moves exactly along the direction used in the general argument.

| $t$ | energy error | error in $\langle\sigma_x\rangle$ |
|---|---|---|
| $0.1$ | $0.01/1.01\approx 0.00990$ | $0.2/1.01\approx 0.198$ |
| $0.01$ | $0.0001/1.0001\approx 0.00010$ | $0.02/1.0001\approx 0.0200$ |

Reducing $t$ by a factor of ten reduces the energy error about a hundredfold, but the error in $\langle\sigma_x\rangle$ only about tenfold.

Two is also the smallest dimension in which the contrast can occur. In dimension one every observable is a real number times the identity, so every nonzero state is an eigenvector of it and no expectation value changes.

## The Lean file

```lean
import Mathlib

open Matrix

namespace ObservableErrorOrder

noncomputable section

variable {n : Type*} [Fintype n]

/-- The expectation value `⟨x, A x⟩ / ⟨x, x⟩` of an observable `A` in a state `x` that need not be
normalised. -/
def expectation (A : Matrix n n ℂ) (x : n → ℂ) : ℝ :=
  (star x ⬝ᵥ A *ᵥ x).re / (star x ⬝ᵥ x).re

/-- A nonzero state has positive squared norm. -/
theorem normSq_pos {x : n → ℂ} (hx : x ≠ 0) : 0 < (star x ⬝ᵥ x).re := by
  have h : (star x ⬝ᵥ x).re = ∑ i, Complex.normSq (x i) := by
    rw [dotProduct, Complex.re_sum]
    refine Finset.sum_congr rfl fun i _ => ?_
    simp [Complex.normSq_apply, Complex.mul_re]
  obtain ⟨i, hi⟩ := Function.ne_iff.mp hx
  rw [h]
  exact Finset.sum_pos' (fun i _ => Complex.normSq_nonneg _)
    ⟨i, Finset.mem_univ i, Complex.normSq_pos.mpr hi⟩

/-- For a Hermitian `A`, the form `⟨y, A y⟩` along the line `y = x + t v` is a quadratic polynomial
in `t` with linear coefficient `2 Re ⟨v, A x⟩`. -/
theorem braket_line {A : Matrix n n ℂ} (hA : A.IsHermitian) (x v : n → ℂ) (t : ℝ) :
    (star (x + (t : ℂ) • v) ⬝ᵥ A *ᵥ (x + (t : ℂ) • v)).re =
      (star x ⬝ᵥ A *ᵥ x).re + 2 * t * (star v ⬝ᵥ A *ᵥ x).re
        + t ^ 2 * (star v ⬝ᵥ A *ᵥ v).re := by
  -- Hermiticity makes the real parts of the two cross terms equal
  have hs : (star x ⬝ᵥ A *ᵥ v).re = (star v ⬝ᵥ A *ᵥ x).re := by
    rw [Matrix.star_dotProduct, Matrix.star_mulVec, hA.eq, ← Matrix.dotProduct_mulVec]
    exact Complex.conj_re _
  simp only [star_add, star_smul, Matrix.mulVec_add, Matrix.mulVec_smul, add_dotProduct,
    dotProduct_add, smul_dotProduct, dotProduct_smul, smul_eq_mul, Complex.star_def,
    Complex.conj_ofReal, Complex.add_re, Complex.re_ofReal_mul]
  linear_combination t * hs

/-- The squared norm along the line `x + t v` is a quadratic polynomial in `t`. -/
theorem norm_line (x v : n → ℂ) (t : ℝ) :
    (star (x + (t : ℂ) • v) ⬝ᵥ (x + (t : ℂ) • v)).re =
      (star x ⬝ᵥ x).re + 2 * t * (star v ⬝ᵥ x).re + t ^ 2 * (star v ⬝ᵥ v).re := by
  classical
  have h := braket_line (A := (1 : Matrix n n ℂ)) Matrix.isHermitian_one x v t
  simpa only [Matrix.one_mulVec] using h

private theorem hasDerivAt_quadratic (a b c : ℝ) :
    HasDerivAt (fun t : ℝ => a + 2 * t * b + t ^ 2 * c) (2 * b) 0 := by
  have h := (((hasDerivAt_id' (0 : ℝ)).const_mul (2 * b)).fun_add
    ((hasDerivAt_pow 2 (0 : ℝ)).const_mul c)).const_add a
  refine (h.congr_deriv ?_).congr_of_eventuallyEq (Filter.Eventually.of_forall fun t => ?_)
  · simp
  · beta_reduce
    ring

/-- The slope of the expectation value of `A` at `x` in the direction `v` is
`2 Re ⟨v, (A - ⟨A⟩) x⟩ / ⟨x, x⟩`. -/
theorem hasDerivAt_expectation {A : Matrix n n ℂ} (hA : A.IsHermitian) {x : n → ℂ}
    (hx : x ≠ 0) (v : n → ℂ) :
    HasDerivAt (fun t : ℝ => expectation A (x + (t : ℂ) • v))
      (2 * (star v ⬝ᵥ (A *ᵥ x - (expectation A x : ℂ) • x)).re / (star x ⬝ᵥ x).re) 0 := by
  have hn := (normSq_pos hx).ne'
  have h := (hasDerivAt_quadratic (star x ⬝ᵥ A *ᵥ x).re (star v ⬝ᵥ A *ᵥ x).re
    (star v ⬝ᵥ A *ᵥ v).re).fun_div (hasDerivAt_quadratic (star x ⬝ᵥ x).re
    (star v ⬝ᵥ x).re (star v ⬝ᵥ v).re) (by simpa using hn)
  refine (h.congr_deriv (Eq.symm ?_)).congr_of_eventuallyEq
    (Filter.Eventually.of_forall fun t => ?_)
  rotate_left
  · beta_reduce
    rw [expectation, braket_line hA, norm_line]
  · rw [dotProduct_sub, dotProduct_smul, smul_eq_mul, Complex.sub_re, Complex.re_ofReal_mul,
      expectation]
    generalize (star x ⬝ᵥ x).re = N at hn ⊢
    generalize (star x ⬝ᵥ A *ᵥ x).re = a
    generalize (star v ⬝ᵥ A *ᵥ x).re = b
    generalize (star v ⬝ᵥ x).re = m
    simp only [mul_zero, zero_mul, add_zero, ne_eq, OfNat.ofNat_ne_zero, not_false_eq_true,
      zero_pow]
    field_simp

/-- The expectation value of a Hermitian `A` is stationary at `x` in every direction if and only if
`x` is an eigenvector of `A`. -/
theorem stationary_iff_eigenvector {A : Matrix n n ℂ} (hA : A.IsHermitian) {x : n → ℂ}
    (hx : x ≠ 0) :
    (∀ v : n → ℂ, HasDerivAt (fun t : ℝ => expectation A (x + (t : ℂ) • v)) 0 0) ↔
      ∃ a : ℝ, A *ᵥ x = (a : ℂ) • x := by
  have hn := normSq_pos hx
  constructor
  · intro h
    refine ⟨expectation A x, sub_eq_zero.mp ?_⟩
    by_contra hr
    -- vary along the residual itself: the slope is then strictly positive
    have h0 := (h _).unique
      (hasDerivAt_expectation hA hx (A *ᵥ x - (expectation A x : ℂ) • x))
    have hp := div_pos (mul_pos two_pos (normSq_pos hr)) hn
    exact hp.ne h0
  · rintro ⟨a, ha⟩ v
    have he : expectation A x = a := by
      rw [expectation, ha, dotProduct_smul, smul_eq_mul, Complex.re_ofReal_mul]
      exact mul_div_cancel_right₀ a hn.ne'
    exact (hasDerivAt_expectation hA hx v).congr_deriv (by rw [he, ha]; simp)

/-- If `H x = E x`, the energy error of the trial state `x + t v` is exactly
`t² Re ⟨v, (H - E) v⟩` divided by the squared norm of the trial state. -/
theorem energy_error {H : Matrix n n ℂ} (hH : H.IsHermitian) {x : n → ℂ} {E : ℝ}
    (hE : H *ᵥ x = (E : ℂ) • x) (v : n → ℂ) (t : ℝ) (hy : x + (t : ℂ) • v ≠ 0) :
    expectation H (x + (t : ℂ) • v) - E =
      t ^ 2 * (star v ⬝ᵥ (H *ᵥ v - (E : ℂ) • v)).re /
        (star (x + (t : ℂ) • v) ⬝ᵥ (x + (t : ℂ) • v)).re := by
  have hD := (normSq_pos hy).ne'
  rw [expectation, eq_div_iff hD, sub_mul, div_mul_cancel₀ _ hD, braket_line hH, norm_line, hE]
  simp only [dotProduct_sub, dotProduct_smul, smul_eq_mul, Complex.sub_re,
    Complex.re_ofReal_mul]
  ring

/-- At an eigenvector `x` of `H` that is not an eigenvector of `A`, the energy has zero slope in
every direction, while the expectation value of `A` has nonzero slope in some direction. -/
theorem energy_stationary_observable_not {H A : Matrix n n ℂ} (hH : H.IsHermitian)
    (hA : A.IsHermitian) {x : n → ℂ} (hx : x ≠ 0) {E : ℝ} (hE : H *ᵥ x = (E : ℂ) • x)
    (hAx : ∀ a : ℝ, A *ᵥ x ≠ (a : ℂ) • x) :
    (∀ v : n → ℂ, HasDerivAt (fun t : ℝ => expectation H (x + (t : ℂ) • v)) 0 0) ∧
      ∃ (v : n → ℂ) (d : ℝ), d ≠ 0 ∧
        HasDerivAt (fun t : ℝ => expectation A (x + (t : ℂ) • v)) d 0 := by
  refine ⟨(stationary_iff_eigenvector hH hx).mpr ⟨E, hE⟩, ?_⟩
  by_contra hcon
  -- if every slope vanished, `x` would be an eigenvector of `A`
  obtain ⟨a, ha⟩ := (stationary_iff_eigenvector hA hx).mp fun v => by
    have h := hasDerivAt_expectation hA hx v
    refine h.congr_deriv ?_
    by_contra hd
    exact hcon ⟨v, _, hd, h⟩
  exact hAx a ha

/-- The two-level Hamiltonian `diag(0, 1)`. -/
def levels : Matrix (Fin 2) (Fin 2) ℂ := !![0, 0; 0, 1]

/-- The Pauli x matrix. -/
def pauliX : Matrix (Fin 2) (Fin 2) ℂ := !![0, 1; 1, 0]

/-- The trial state `(1, t)`. -/
def trial (t : ℝ) : Fin 2 → ℂ := ![1, (t : ℂ)]

/-- The Hamiltonian `diag(0, 1)`, the Pauli x matrix and the state `(1, 0)` meet the hypotheses of
`energy_stationary_observable_not`, with energy zero. -/
theorem energy_stationary_observable_not_witness :
    levels.IsHermitian ∧ pauliX.IsHermitian ∧ trial 0 ≠ 0 ∧
      levels *ᵥ trial 0 = ((0 : ℝ) : ℂ) • trial 0 ∧
      ∀ a : ℝ, pauliX *ᵥ trial 0 ≠ (a : ℂ) • trial 0 := by
  refine ⟨Matrix.IsHermitian.ext fun i j => ?_, Matrix.IsHermitian.ext fun i j => ?_, ?_, ?_, ?_⟩
  · fin_cases i <;> fin_cases j <;> simp [levels]
  · fin_cases i <;> fin_cases j <;> simp [pauliX]
  · intro h
    have h0 := congrFun h 0
    simp [trial] at h0
  · ext i
    fin_cases i <;> simp [levels, trial, Matrix.mulVec, dotProduct, Fin.sum_univ_two]
  · intro a h
    have h1 := congrFun h 1
    simp [pauliX, trial, Matrix.mulVec, dotProduct, Fin.sum_univ_two] at h1

/-- In the trial state `(1, t)` the energy is `t² / (1 + t²)` and the expectation value of Pauli x
is `2 t / (1 + t²)`. -/
theorem two_level_values (t : ℝ) :
    expectation levels (trial t) = t ^ 2 / (1 + t ^ 2) ∧
      expectation pauliX (trial t) = 2 * t / (1 + t ^ 2) := by
  have hn : (star (trial t) ⬝ᵥ trial t).re = 1 + t ^ 2 := by
    simp [trial, dotProduct, Fin.sum_univ_two, pow_two]
  have hH : (star (trial t) ⬝ᵥ levels *ᵥ trial t).re = t ^ 2 := by
    simp [trial, levels, Matrix.mulVec, dotProduct, Fin.sum_univ_two, pow_two]
  have hX : (star (trial t) ⬝ᵥ pauliX *ᵥ trial t).re = 2 * t := by
    simp [trial, pauliX, Matrix.mulVec, dotProduct, Fin.sum_univ_two, two_mul]
  exact ⟨by rw [expectation, hH, hn], by rw [expectation, hX, hn]⟩

/-- Relative to the state `(1, 0)`, the energy error of the trial state `(1, t)` has derivative `0`
at `t = 0`, and the error in the expectation value of Pauli x has derivative `2`. -/
theorem two_level_error_slopes :
    HasDerivAt (fun t : ℝ => expectation levels (trial t) - expectation levels (trial 0)) 0 0 ∧
      HasDerivAt (fun t : ℝ => expectation pauliX (trial t) - expectation pauliX (trial 0))
        2 0 := by
  have hd := hasDerivAt_quadratic 1 0 1
  constructor
  · have h := (hasDerivAt_quadratic 0 0 1).fun_div hd (by norm_num)
    refine (h.congr_deriv ?_).congr_of_eventuallyEq (Filter.Eventually.of_forall fun t => ?_)
    · norm_num
    · beta_reduce
      rw [(two_level_values t).1, (two_level_values 0).1]
      simp
  · have h := (hasDerivAt_quadratic 0 1 0).fun_div hd (by norm_num)
    refine (h.congr_deriv ?_).congr_of_eventuallyEq (Filter.Eventually.of_forall fun t => ?_)
    · norm_num
    · beta_reduce
      rw [(two_level_values t).2, (two_level_values 0).2]
      simp

end

end ObservableErrorOrder
```

```lean
#print axioms ObservableErrorOrder.energy_error
-- 'ObservableErrorOrder.energy_error' depends on axioms: [propext, Classical.choice, Quot.sound]
#print axioms ObservableErrorOrder.energy_stationary_observable_not
-- 'ObservableErrorOrder.energy_stationary_observable_not' depends on axioms: [propext, Classical.choice, Quot.sound]
#print axioms ObservableErrorOrder.two_level_error_slopes
-- 'ObservableErrorOrder.two_level_error_slopes' depends on axioms: [propext, Classical.choice, Quot.sound]
```

## From the quadratic expansion to the slopes

`normSq_pos` writes $\langle x,x\rangle$ as a sum of $|x_i|^2$ and finds a positive term, which justifies the later divisions. In `braket_line`, the step `hs` says that the two cross terms have the same real part. The `simp only` call expands the product, and `linear_combination t * hs` merges the cross terms into $2tb$. `norm_line` is the same expansion for the identity matrix.

`hasDerivAt_quadratic` differentiates $a+2tb+t^2c$ at zero. `hasDerivAt_expectation` applies the quotient rule, `fun_div`, to two such quadratics. One remaining goal identifies their quotient with the expectation value along the line. The other brings the derivative into residual form: `generalize` replaces the inner products by plain real numbers, and `field_simp` does the algebra shown above.

In `stationary_iff_eigenvector`, the forward direction assumes that the residual is nonzero and varies along it. The derivative would then be both zero and positive, which contradicts the uniqueness of derivatives (`unique`). The reverse direction computes $\langle A\rangle_x$ from the eigenvalue equation and substitutes it into the slope.

`energy_error` multiplies through by the squared norm, inserts both expansions and the eigenvalue equation, and leaves the cancellation of the lower-order terms to `ring`.

For `energy_stationary_observable_not`, the equivalence applied to $H$ gives the zero slopes of the energy. For $A$ the argument is by contradiction: if no direction had a nonzero slope, the equivalence would make $x$ an eigenvector of $A$.

The theorem `energy_stationary_observable_not_witness` confirms that the two-level example satisfies the hypotheses of this contrast. The matrices are checked entry by entry, and $\sigma_x(1,0)=(0,1)$ is seen not to be a multiple of $(1,0)$ from its component with index $1$.

`two_level_values` evaluates the norm and the two numerators. `two_level_error_slopes` then differentiates the errors directly, as quotients of quadratics with denominator $1+t^2$, without going through the general slope formula. It subtracts the values at `trial 0` explicitly, so the functions being differentiated are the errors themselves.
